# For finite Hermitian matrices, integrating the ground-state ⟨V⟩ over the coupling gives the ground-energy change, even through level crossings

## Question

Take two levels, $H_0=\mathrm{diag}(0,1)$ and $V=\mathrm{diag}(0,-2)$. The eigenvalues of $H_0+gV$ are $0$ and $1-2g$, so they cross at $g=1/2$. The ground-state average of $V$ is $0$ before the crossing and $-2$ after it. Its integral over $0\le g\le1$ is $-1$, which is the change in ground energy.

But I would normally derive this formula by differentiating the ground energy, and here the derivative fails at $g=1/2$. At that point my diagonaliser may return any unit vector, with an average anywhere between $-2$ and $0$. In a larger matrix with several crossings and arbitrary phases, is the integrand still integrable, and is the answer still the energy difference?

## Answer

Yes to both, provided that $H_0$ and $V$ are fixed Hermitian matrices and each vector is a true ground vector at its own coupling. The derivation uses trial vectors and no derivative.

### Trial vectors in place of derivatives

Let $E(g)$ be the lowest eigenvalue of $H_0+gV$, let $\psi(g)$ be any unit ground vector, and write $f(g)=\langle\psi(g),V\psi(g)\rangle$.

For a Hermitian $A$ with orthonormal eigenvectors $u_i$ and eigenvalues $e_i$, a unit vector $x=\sum_i c_iu_i$ satisfies
$$\langle x,Ax\rangle=\sum_i e_i|c_i|^2\ge \min_i e_i .$$
Use $\psi(g)$ as a trial vector at another coupling $h$:
$$E(h)\le\langle\psi(g),(H_0+hV)\psi(g)\rangle=E(g)+(h-g)f(g).$$
Exchange $g$ and $h$ and add the two inequalities. The energies cancel, leaving
$$0\le(h-g)\,(f(g)-f(h)).$$
So $f$ never increases with the coupling, whichever ground vectors are chosen. A monotone function on a closed interval is bounded and integrable.

For $s\le t$, the two trial-vector bounds give
$$(t-s)f(t)\le E(t)-E(s)\le(t-s)f(s).$$
By monotonicity, $\int_s^t f(u)\,du$ lies between the same two bounds. It therefore differs from $E(t)-E(s)$ by at most $(t-s)(f(s)-f(t))$.

Divide $[a,b]$ into $N$ equal steps. The differences of $f$ telescope, so the total error is at most
$$\frac{b-a}{N}\,(f(a)-f(b)).$$
This holds for every $N$, so the error is zero and $\int_a^b f(g)\,dg=E(b)-E(a)$.

In your example, only steps touching the crossing can contribute to the error bound, and together they contribute $2/N$. In dimension one, $f$ is constant and the bound is already zero for a single step.

On $[0,1]$, subtract $f(0)$ and use $E(0)=\langle\psi(0),H_0\psi(0)\rangle$:
$$\int_0^1(f(g)-f(0))\,dg=E(1)-\langle\psi(0),(H_0+V)\psi(0)\rangle .$$
If the ground level of $H_0$ is nondegenerate, this is the energy beyond first order in $V$. If it is degenerate, that reading requires $\psi(0)$ to be a ground vector of $H_0$ with the least possible average of $V$; the identity itself holds for any choice.

Here is the argument in Lean 4 with Mathlib.

```lean
import Mathlib

open MeasureTheory Set

namespace CouplingConstantIntegration

noncomputable section

variable {E : Type*} [NormedAddCommGroup E] [InnerProductSpace ℂ E]

/-- The expectation value of `A` in the vector `x`, taken as the real part of `⟨x, A x⟩`. -/
def expect (A : E →ₗ[ℂ] E) (x : E) : ℝ := (inner ℂ x (A x)).re

/-- The ground energy: the infimum of the real eigenvalues of `A`. -/
def groundEnergy (A : E →ₗ[ℂ] E) : ℝ :=
  sInf {e : ℝ | Module.End.HasEigenvalue A (e : ℂ)}

/-- A ground vector is a unit vector that `A` multiplies by the ground energy. -/
def IsGroundVector (A : E →ₗ[ℂ] E) (x : E) : Prop :=
  ‖x‖ = 1 ∧ A x = (groundEnergy A : ℂ) • x

/-- The Hamiltonian `H₀ + g V` at coupling `g`. -/
def hamiltonian (H₀ V : E →ₗ[ℂ] E) (g : ℝ) : E →ₗ[ℂ] E := H₀ + (g : ℂ) • V

/-- If `A x = e x` with `e` real, the expectation value of `A` in `x` is `e ‖x‖²`. -/
theorem expect_of_eigen {A : E →ₗ[ℂ] E} {x : E} {e : ℝ} (h : A x = (e : ℂ) • x) :
    expect A x = e * ‖x‖ ^ 2 := by
  unfold expect
  rw [h, inner_smul_right, Complex.re_ofReal_mul]
  exact congrArg (fun r : ℝ => e * r) (inner_self_eq_norm_sq (𝕜 := ℂ) x)

/-- Variational principle: for a Hermitian operator on a nonzero finite-dimensional space, the
ground energy is an eigenvalue, and it bounds `⟨x, A x⟩` from below by its multiple of `‖x‖²`. -/
theorem variational_principle [FiniteDimensional ℂ E] [Nontrivial E]
    {A : E →ₗ[ℂ] E} (hA : A.IsSymmetric) :
    Module.End.HasEigenvalue A (groundEnergy A : ℂ) ∧
      ∀ x, groundEnergy A * ‖x‖ ^ 2 ≤ expect A x := by
  have hre : ∀ x : E, RCLike.re (inner ℂ (A x) x) = expect A x := by
    intro x
    rw [hA x x]
    rfl
  -- the infimum of the Rayleigh quotient is an eigenvalue
  obtain ⟨m, hm, hmin⟩ : ∃ m : ℝ, Module.End.HasEigenvalue A (m : ℂ) ∧
      ∀ x, m * ‖x‖ ^ 2 ≤ expect A x := by
    refine ⟨⨅ y : {y : E // y ≠ 0}, RCLike.re (inner ℂ (A y) (y : E)) / ‖(y : E)‖ ^ 2,
      hA.hasEigenvalue_iInf_of_finiteDimensional, fun x => ?_⟩
    by_cases hx : x = 0
    · simp [hx, expect]
    rw [← le_div_iff₀ (pow_pos (norm_pos_iff.2 hx) 2), ← hre x]
    refine ciInf_le (f := fun y : {y : E // y ≠ 0} =>
      RCLike.re (inner ℂ (A y) (y : E)) / ‖(y : E)‖ ^ 2) ?_ ⟨x, hx⟩
    refine ⟨-‖LinearMap.toContinuousLinearMap A‖, ?_⟩
    rintro _ ⟨y, rfl⟩
    change _ ≤ RCLike.re (inner ℂ (A y) (y : E)) / ‖(y : E)‖ ^ 2
    rw [hre, le_div_iff₀ (pow_pos (norm_pos_iff.2 y.2) 2)]
    have h1 : |expect A y| ≤ ‖(y : E)‖ * ‖A y‖ :=
      (Complex.abs_re_le_norm _).trans (norm_inner_le_norm _ _)
    have h2 : ‖A y‖ ≤ ‖LinearMap.toContinuousLinearMap A‖ * ‖(y : E)‖ :=
      (LinearMap.toContinuousLinearMap A).le_opNorm y
    have h3 := mul_le_mul_of_nonneg_left h2 (norm_nonneg (y : E))
    have h4 := neg_abs_le (expect A y)
    nlinarith
  -- it lies below every other eigenvalue, so it is the ground energy
  have hleast : IsLeast {e : ℝ | Module.End.HasEigenvalue A (e : ℂ)} m := by
    refine ⟨hm, fun e he => ?_⟩
    have he' : Module.End.HasEigenvalue A (e : ℂ) := he
    obtain ⟨v, hv⟩ := he'.exists_hasEigenvector
    have h := hmin v
    rw [expect_of_eigen hv.apply_eq_smul] at h
    exact le_of_mul_le_mul_right h (pow_pos (norm_pos_iff.2 hv.2) 2)
  have hE : groundEnergy A = m := hleast.csInf_eq
  rw [hE]
  exact ⟨hm, hmin⟩

/-- Every Hermitian operator on a nonzero finite-dimensional space has a ground vector. -/
theorem exists_groundVector [FiniteDimensional ℂ E] [Nontrivial E]
    {A : E →ₗ[ℂ] E} (hA : A.IsSymmetric) : ∃ x, IsGroundVector A x := by
  obtain ⟨v, hv⟩ := (variational_principle hA).1.exists_hasEigenvector
  refine ⟨((‖v‖⁻¹ : ℝ) : ℂ) • v, ?_, ?_⟩
  · rw [norm_smul, Complex.norm_real, norm_inv, norm_norm,
      inv_mul_cancel₀ (norm_ne_zero_iff.2 hv.2)]
  · rw [map_smul, hv.apply_eq_smul, smul_comm]

/-- For Hermitian `H₀` and `V` in finite dimension, a ground vector at coupling `g` used as trial
vector at coupling `h` bounds the ground energy there from above by a straight line in `h` with
slope `⟨V⟩`. -/
theorem energy_le_tangent [FiniteDimensional ℂ E] [Nontrivial E] {H₀ V : E →ₗ[ℂ] E}
    (hH : H₀.IsSymmetric) (hV : V.IsSymmetric) {g : ℝ} {x : E}
    (hx : IsGroundVector (hamiltonian H₀ V g) x) (h : ℝ) :
    groundEnergy (hamiltonian H₀ V h) ≤
      groundEnergy (hamiltonian H₀ V g) + (h - g) * expect V x := by
  have hsym : (hamiltonian H₀ V h).IsSymmetric := by
    intro y z
    change inner ℂ (H₀ y + (h : ℂ) • V y) z = inner ℂ y (H₀ z + (h : ℂ) • V z)
    rw [inner_add_left, inner_add_right, inner_smul_left, inner_smul_right,
      Complex.conj_ofReal, hH y z, hV y z]
  have hlin : ∀ t : ℝ, expect (hamiltonian H₀ V t) x = expect H₀ x + t * expect V x := by
    intro t
    change (inner ℂ x (H₀ x + (t : ℂ) • V x)).re =
      (inner ℂ x (H₀ x)).re + t * (inner ℂ x (V x)).re
    rw [inner_add_right, inner_smul_right, Complex.add_re, Complex.re_ofReal_mul]
  have h1 := (variational_principle hsym).2 x
  have h2 := expect_of_eigen hx.2
  rw [hlin, hx.1] at h1 h2
  linarith

/-- If at each point `s` of `[a, b]` the line through `F s` with slope `f s` lies above `F` on
`[a, b]`, then `f` is integrable there and its integral is `F b - F a`. -/
theorem integral_of_tangents {F f : ℝ → ℝ} {a b : ℝ} (hab : a ≤ b)
    (h : ∀ s ∈ Icc a b, ∀ t ∈ Icc a b, F t ≤ F s + (t - s) * f s) :
    IntervalIntegrable f volume a b ∧ ∫ g in a..b, f g = F b - F a := by
  -- the slopes never increase
  have anti : AntitoneOn f (Icc a b) := by
    intro s hs t ht hst
    rcases hst.eq_or_lt with rfl | hlt
    · exact le_rfl
    by_contra hc
    nlinarith [mul_pos (sub_pos.2 hlt) (sub_pos.2 (not_le.1 hc)), h s hs t ht, h t ht s hs]
  have int : ∀ s ∈ Icc a b, ∀ t ∈ Icc a b, s ≤ t → IntervalIntegrable f volume s t := by
    intro s hs t ht hst
    apply AntitoneOn.intervalIntegrable
    rw [uIcc_of_le hst]
    exact anti.mono (Icc_subset_Icc hs.1 ht.2)
  -- error on a single step
  have step : ∀ s ∈ Icc a b, ∀ t ∈ Icc a b, s ≤ t →
      |(∫ u in s..t, f u) - (F t - F s)| ≤ (t - s) * (f s - f t) := by
    intro s hs t ht hst
    have up : ∫ u in s..t, f u ≤ ∫ _u in s..t, f s :=
      intervalIntegral.integral_mono_on hst (int s hs t ht hst) intervalIntegrable_const
        (fun u hu => anti hs ⟨hs.1.trans hu.1, hu.2.trans ht.2⟩ hu.1)
    have lo : ∫ _u in s..t, f t ≤ ∫ u in s..t, f u :=
      intervalIntegral.integral_mono_on hst intervalIntegrable_const (int s hs t ht hst)
        (fun u hu => anti ⟨hs.1.trans hu.1, hu.2.trans ht.2⟩ ht hu.2)
    simp only [intervalIntegral.integral_const, smul_eq_mul] at up lo
    rw [abs_le]
    constructor <;> nlinarith [h s hs t ht, h t ht s hs]
  have ha : a ∈ Icc a b := ⟨le_rfl, hab⟩
  -- the errors of equal steps telescope
  have steps : ∀ d : ℝ, 0 ≤ d → ∀ k : ℕ, a + (k : ℝ) * d ≤ b →
      |(∫ u in a..(a + (k : ℝ) * d), f u) - (F (a + (k : ℝ) * d) - F a)| ≤
        d * (f a - f (a + (k : ℝ) * d)) := by
    intro d hd k
    induction k with
    | zero => intro _; simp
    | succ k ih =>
      intro hk
      have hq : a + ((k + 1 : ℕ) : ℝ) * d = (a + (k : ℝ) * d) + d := by push_cast; ring
      rw [hq] at hk ⊢
      have hk0 : 0 ≤ (k : ℝ) * d := mul_nonneg (Nat.cast_nonneg k) hd
      have ih' := ih (by linarith)
      have hp : a + (k : ℝ) * d ∈ Icc a b := ⟨by linarith, by linarith⟩
      have hp' : a + (k : ℝ) * d + d ∈ Icc a b := ⟨by linarith, hk⟩
      have st := step _ hp _ hp' (by linarith)
      rw [add_sub_cancel_left] at st
      rw [← intervalIntegral.integral_add_adjacent_intervals
        (int a ha _ hp hp.1) (int _ hp _ hp' (by linarith))]
      rw [abs_le] at ih' st ⊢
      constructor <;> linarith [ih'.1, ih'.2, st.1, st.2]
  refine ⟨int a ha b ⟨hab, le_rfl⟩ hab, ?_⟩
  have key : ∀ N : ℕ, |(∫ u in a..b, f u) - (F b - F a)| * ((N : ℝ) + 1) ≤
      (b - a) * (f a - f b) := by
    intro N
    have hN : (0 : ℝ) < (N : ℝ) + 1 := by positivity
    have e0 : ((N : ℝ) + 1) * ((b - a) / ((N : ℝ) + 1)) = b - a := by field_simp
    have e : a + ((N + 1 : ℕ) : ℝ) * ((b - a) / ((N : ℝ) + 1)) = b := by
      push_cast
      linarith
    have hs := steps _ (div_nonneg (sub_nonneg.2 hab) hN.le) (N + 1) e.le
    rw [e] at hs
    calc _ ≤ (b - a) / ((N : ℝ) + 1) * (f a - f b) * ((N : ℝ) + 1) :=
          mul_le_mul_of_nonneg_right hs hN.le
      _ = _ := by linear_combination (f a - f b) * e0
  -- an error below every `const / N` is zero
  by_contra hne
  have hpos := abs_pos.2 (sub_ne_zero.2 hne)
  obtain ⟨N, hN⟩ := exists_nat_gt
    ((b - a) * (f a - f b) / |(∫ u in a..b, f u) - (F b - F a)|)
  rw [div_lt_iff₀ hpos] at hN
  nlinarith [key N]

/-- Coupling-constant integration: for Hermitian `H₀`, `V` in finite dimension and any choice of
ground vectors `ψ g` of `H₀ + g V` on `[a, b]`, the expectation value of `V` is integrable over
the coupling and its integral is the change in ground energy. -/
theorem coupling_integration [FiniteDimensional ℂ E] [Nontrivial E] {H₀ V : E →ₗ[ℂ] E}
    (hH : H₀.IsSymmetric) (hV : V.IsSymmetric) {a b : ℝ} (hab : a ≤ b) {ψ : ℝ → E}
    (hψ : ∀ g ∈ Icc a b, IsGroundVector (hamiltonian H₀ V g) (ψ g)) :
    IntervalIntegrable (fun g => expect V (ψ g)) volume a b ∧
      ∫ g in a..b, expect V (ψ g) =
        groundEnergy (hamiltonian H₀ V b) - groundEnergy (hamiltonian H₀ V a) :=
  integral_of_tangents (F := fun g => groundEnergy (hamiltonian H₀ V g)) hab
    (fun s hs t _ => energy_le_tangent hH hV (hψ s hs) t)

/-- Switching `V` on fully: for Hermitian `H₀`, `V` in finite dimension and any ground vectors
along `0 ≤ g ≤ 1`, the integral of `⟨V⟩` is the ground energy of `H₀ + V` minus that of `H₀`. -/
theorem coupling_integration_unit [FiniteDimensional ℂ E] [Nontrivial E] {H₀ V : E →ₗ[ℂ] E}
    (hH : H₀.IsSymmetric) (hV : V.IsSymmetric) {ψ : ℝ → E}
    (hψ : ∀ g ∈ Icc (0 : ℝ) 1, IsGroundVector (hamiltonian H₀ V g) (ψ g)) :
    IntervalIntegrable (fun g => expect V (ψ g)) volume 0 1 ∧
      ∫ g in (0 : ℝ)..1, expect V (ψ g) = groundEnergy (H₀ + V) - groundEnergy H₀ := by
  simpa [hamiltonian] using coupling_integration hH hV zero_le_one hψ

/-- Adiabatic connection: for Hermitian `H₀`, `V` in finite dimension and any ground vectors along
`0 ≤ g ≤ 1`, the ground energy of `H₀ + V` minus its expectation value in `ψ 0` is the integral
of the change of `⟨V⟩` from its value at zero coupling. -/
theorem adiabatic_connection [FiniteDimensional ℂ E] [Nontrivial E] {H₀ V : E →ₗ[ℂ] E}
    (hH : H₀.IsSymmetric) (hV : V.IsSymmetric) {ψ : ℝ → E}
    (hψ : ∀ g ∈ Icc (0 : ℝ) 1, IsGroundVector (hamiltonian H₀ V g) (ψ g)) :
    ∫ g in (0 : ℝ)..1, (expect V (ψ g) - expect V (ψ 0)) =
      groundEnergy (H₀ + V) - expect (H₀ + V) (ψ 0) := by
  obtain ⟨hi, he⟩ := coupling_integration_unit hH hV hψ
  have h0 : IsGroundVector H₀ (ψ 0) := by
    simpa [hamiltonian] using hψ 0 ⟨le_rfl, zero_le_one⟩
  have h1 := expect_of_eigen h0.2
  rw [h0.1] at h1
  have h2 : expect (H₀ + V) (ψ 0) = expect H₀ (ψ 0) + expect V (ψ 0) := by
    change (inner ℂ (ψ 0) (H₀ (ψ 0) + V (ψ 0))).re =
      (inner ℂ (ψ 0) (H₀ (ψ 0))).re + (inner ℂ (ψ 0) (V (ψ 0))).re
    rw [inner_add_right, Complex.add_re]
  rw [intervalIntegral.integral_sub hi intervalIntegrable_const, he,
    intervalIntegral.integral_const, smul_eq_mul, h2, h1]
  ring

end

end CouplingConstantIntegration
```

```lean
#print axioms CouplingConstantIntegration.exists_groundVector
#print axioms CouplingConstantIntegration.coupling_integration
#print axioms CouplingConstantIntegration.adiabatic_connection
```

```
'CouplingConstantIntegration.exists_groundVector' depends on axioms: [propext, Classical.choice, Quot.sound]
'CouplingConstantIntegration.coupling_integration' depends on axioms: [propext, Classical.choice, Quot.sound]
'CouplingConstantIntegration.adiabatic_connection' depends on axioms: [propext, Classical.choice, Quot.sound]
```

### What the theorems say about matrices and states

In the code, `E` is the state space, not the energy; the energy is `groundEnergy`. The space is complex, finite-dimensional and, by `Nontrivial E`, nonzero, so dimension one is included. Observables are linear maps, and `IsSymmetric` means $\langle Ax,y\rangle=\langle x,Ay\rangle$, which for a matrix in an orthonormal basis is Hermiticity.

`groundEnergy` is defined as an infimum of real eigenvalues, and `variational_principle` shows that it is itself an eigenvalue. `expect` takes the real part of $\langle x,Ax\rangle$, which loses nothing for Hermitian $A$. It does not divide by $\|x\|^2$, but `IsGroundVector` requires norm one, so the integrand is the usual normalised average.

`coupling_integration` takes real $a\le b$ and any function `ψ` whose values on $[a,b]$ are ground vectors. It asks for no continuity, measurability, phase convention or gap. Such a choice is always possible, by `exists_groundVector`. The conclusion has two parts: integrability, and the value of the integral. The first matters because Lean assigns the value zero to the integral of a non-integrable function. `coupling_integration_unit` is the case $[0,1]$.

The result applies to exact diagonalisation or full configuration interaction in a fixed finite basis, with a Hamiltonian linear in the coupling. Passing to the complete-basis limit, where the operators are generally unbounded, needs a further argument.

The name `adiabatic_connection` also needs care. In density-functional theory the density is usually held fixed by a one-body potential that changes with the coupling. Here $H_0$ stays fixed and the density may change.

The vectors must also follow the ground level. If you continue along $(1,0)$ past the crossing in your example, the integral is $0$ instead of $-1$, because that vector is no longer a ground vector.

### From the variational bound to the integral

`variational_principle` replaces the eigenvector expansion by the Rayleigh quotient $\langle x,Ax\rangle/\|x\|^2$. Mathlib supplies the fact that its infimum is an eigenvalue. The quotient is never less than minus the operator norm of $A$, so it is bounded below and its infimum is at most each of its values. Evaluating the bound on eigenvectors, with `expect_of_eigen`, shows that this eigenvalue is the least one. `exists_groundVector` then normalises an eigenvector.

`energy_le_tangent` is the trial-vector step: `hsym` checks that the Hamiltonian is Hermitian, and `hlin` expands its average linearly in the coupling.

`integral_of_tangents` contains no quantum mechanics. Its `F` and `f` are the energy and the average of $V$. Within it, `anti` adds the exchanged inequalities, `step` compares the integral and the energy difference on one interval, and `steps` sums the errors by induction. `key` uses $N+1$ equal steps, which avoids a zero count. A nonzero error would then contradict the bound for large enough $N$.

`coupling_integration` feeds the trial-vector inequality into this lemma, and `adiabatic_connection` subtracts the constant $f(0)$.

### Integrability from monotonicity alone

The Mathlib lemma that answers your worry about arbitrary vectors is `AntitoneOn.intervalIntegrable`. It takes a real function that never increases on a closed interval and returns its integrability, with no separate measurability hypothesis. The reason is elementary: the points of the interval where such a function exceeds a given value form an interval, possibly empty, and the endpoint values bound the function.

The map $g\mapsto\psi(g)$ may have wildly varying phases, but these cancel in $f$. At a degeneracy the choice of vector can change $f$, but only within limits that preserve the ordering. The proof therefore never needs to select a well-behaved family of eigenvectors.
